# One-loop lepton magnetic anomaly from a light scalar, pseudoscalar or vector: the limits 3/2, −1/2 and 1 in units of g²/(8π²) for coupling g

The one-loop shift of a lepton's magnetic anomaly by a neutral mediator is represented here by three explicit integrals over a single Feynman parameter, taken as definitions. The question is what values they approach when the mediator becomes much lighter than the lepton.

```lean
import Mathlib

open Filter Topology MeasureTheory Set

namespace LightMediatorAnomaly

noncomputable section

/-- The Feynman-parameter denominator `(1-z)² + z r`, where `r = (M/m)²` is the squared ratio
of mediator mass to lepton mass. -/
def denom (r z : ℝ) : ℝ := (1 - z) ^ 2 + z * r

/-- The scalar contribution to the anomaly in units of `g²/(8π²)`, for `r > 0`. -/
def scalarLoop (r : ℝ) : ℝ := ∫ z in (0 : ℝ)..1, (1 - z) ^ 2 * (1 + z) / denom r z

/-- The pseudoscalar contribution to the anomaly in units of `g²/(8π²)`, for `r > 0`. -/
def pseudoscalarLoop (r : ℝ) : ℝ := ∫ z in (0 : ℝ)..1, -(1 - z) ^ 3 / denom r z

/-- The vector contribution to the anomaly in units of `g²/(8π²)`, for `r > 0`. -/
def vectorLoop (r : ℝ) : ℝ := ∫ z in (0 : ℝ)..1, 2 * z * (1 - z) ^ 2 / denom r z

/-- For a massive mediator the denominator is positive at every Feynman parameter `z ≥ 0`. -/
theorem denom_pos {r z : ℝ} (hr : 0 < r) (hz : 0 ≤ z) : 0 < denom r z := by
  rcases hz.eq_or_lt with h | h
  · subst h
    simp [denom]
  · unfold denom
    positivity

/-- For `r > 0` and `z ≥ 0` the weight `(1-z)²/D` lies between 0 and 1. -/
theorem weight_bounds {r z : ℝ} (hr : 0 < r) (hz : 0 ≤ z) :
    0 ≤ (1 - z) ^ 2 / denom r z ∧ (1 - z) ^ 2 / denom r z ≤ 1 := by
  have hD := denom_pos hr hz
  refine ⟨div_nonneg (sq_nonneg _) hD.le, div_le_one_of_le₀ ?_ hD.le⟩
  have := mul_nonneg hz hr.le
  unfold denom
  linarith

/-- The integral over `[0,1]` of a quadratic polynomial in the Feynman parameter. -/
theorem integral_quadratic (a b c : ℝ) :
    (∫ z in (0 : ℝ)..1, (a + b * z + c * z ^ 2)) = a + b / 2 + c / 3 := by
  have h : ∀ z ∈ uIcc (0 : ℝ) 1, HasDerivAt
      (fun z : ℝ => a * z + (b / 2 * z ^ 2 + c / 3 * z ^ 3)) (a + b * z + c * z ^ 2) z := by
    intro z _
    have h1 := ((hasDerivAt_id' z).const_mul a).fun_add
      (((hasDerivAt_pow 2 z).const_mul (b / 2)).fun_add
        ((hasDerivAt_pow 3 z).const_mul (c / 3)))
    refine h1.congr_deriv ?_
    show a * 1 + (b / 2 * (((2 : ℕ) : ℝ) * z ^ 1) + c / 3 * (((3 : ℕ) : ℝ) * z ^ 2)) = _
    push_cast
    ring
  refine (intervalIntegral.integral_eq_sub_of_hasDerivAt h
    (Continuous.intervalIntegrable (by fun_prop) _ _)).trans ?_
  ring

/-- For any continuous numerator `f`, the loop integral of `f(z) (1-z)²/D` tends to the
integral of `f` as the mediator becomes light. -/
theorem light_limit (f : ℝ → ℝ) (hf : Continuous f) :
    Tendsto (fun r => ∫ z in (0 : ℝ)..1, f z * ((1 - z) ^ 2 / denom r z))
      (𝓝[>] 0) (𝓝 (∫ z in (0 : ℝ)..1, f z)) := by
  apply intervalIntegral.tendsto_integral_filter_of_dominated_convergence (fun z => |f z|)
  · refine Eventually.of_forall fun r => ?_
    have hw : Measurable (fun z : ℝ => (1 - z) ^ 2 / denom r z) := by
      unfold denom
      fun_prop
    exact (hf.measurable.mul hw).aestronglyMeasurable
  · -- the weight never exceeds one
    filter_upwards [self_mem_nhdsWithin] with r hr
    refine Eventually.of_forall fun z hz => ?_
    rw [uIoc_of_le zero_le_one] at hz
    obtain ⟨h0, h1⟩ := weight_bounds hr hz.1.le
    rw [Real.norm_eq_abs, abs_mul]
    exact mul_le_of_le_one_right (abs_nonneg _) (abs_le.mpr ⟨by linarith, h1⟩)
  · exact hf.abs.intervalIntegrable 0 1
  · -- away from the endpoint `z = 1` the weight tends to one
    have hne : ∀ᵐ z : ℝ, z ≠ 1 := by simp [ae_iff]
    filter_upwards [hne] with z hz _
    have hz2 : (1 - z) ^ 2 ≠ 0 := pow_ne_zero 2 (sub_ne_zero.mpr (Ne.symm hz))
    have hD : Tendsto (fun r => denom r z) (𝓝[>] 0) (𝓝 ((1 - z) ^ 2)) := by
      have hc : Continuous (fun r => denom r z) := by
        unfold denom
        fun_prop
      have h := (hc.tendsto 0).mono_left (nhdsWithin_le_nhds (s := Ioi 0))
      simpa [denom] using h
    have hn : Tendsto (fun _ : ℝ => (1 - z) ^ 2) (𝓝[>] 0) (𝓝 ((1 - z) ^ 2)) :=
      tendsto_const_nhds
    have h := (hn.div hD hz2).const_mul (f z)
    rw [div_self hz2, mul_one] at h
    exact h

/-- As `r → 0+`, the scalar, pseudoscalar and vector contributions to the anomaly, in units
of `g²/(8π²)`, tend to `3/2`, `-1/2` and `1`. -/
theorem light_mediator_limits :
    Tendsto scalarLoop (𝓝[>] 0) (𝓝 (3 / 2)) ∧
    Tendsto pseudoscalarLoop (𝓝[>] 0) (𝓝 (-1 / 2)) ∧
    Tendsto vectorLoop (𝓝[>] 0) (𝓝 1) := by
  -- each numerator is `(1-z)²` times a polynomial `a + b z`
  have key : ∀ a b : ℝ, Tendsto
      (fun r => ∫ z in (0 : ℝ)..1, (a + b * z + 0 * z ^ 2) * ((1 - z) ^ 2 / denom r z))
      (𝓝[>] 0) (𝓝 (a + b / 2 + 0 / 3)) := by
    intro a b
    rw [← integral_quadratic a b 0]
    exact light_limit (fun z => a + b * z + 0 * z ^ 2) (by fun_prop)
  refine ⟨?_, ?_, ?_⟩
  · have h := key 1 1
    rw [show (1 + 1 / 2 + 0 / 3 : ℝ) = 3 / 2 by norm_num] at h
    exact h.congr fun r => intervalIntegral.integral_congr fun z _ => by
      simp only [denom]
      ring
  · have h := key (-1) 1
    rw [show (-1 + 1 / 2 + 0 / 3 : ℝ) = -1 / 2 by norm_num] at h
    exact h.congr fun r => intervalIntegral.integral_congr fun z _ => by
      simp only [denom]
      ring
  · have h := key 0 2
    rw [show (0 + 2 / 2 + 0 / 3 : ℝ) = 1 by norm_num] at h
    exact h.congr fun r => intervalIntegral.integral_congr fun z _ => by
      simp only [denom]
      ring

/-- For every `r > 0` the scalar and pseudoscalar contributions add up to the vector one. -/
theorem scalar_add_pseudoscalar {r : ℝ} (hr : 0 < r) :
    scalarLoop r + pseudoscalarLoop r = vectorLoop r := by
  have hint : ∀ g : ℝ → ℝ, Continuous g →
      IntervalIntegrable (fun z => g z / denom r z) volume 0 1 := by
    intro g hg
    have hc : Continuous (fun z => denom r z) := by
      unfold denom
      fun_prop
    refine (hg.continuousOn.div hc.continuousOn fun z hz => ?_).intervalIntegrable
    rw [uIcc_of_le zero_le_one] at hz
    exact (denom_pos hr hz.1).ne'
  have h1 := hint (fun z => (1 - z) ^ 2 * (1 + z)) (by fun_prop)
  have h2 := hint (fun z => -(1 - z) ^ 3) (by fun_prop)
  refine (intervalIntegral.integral_add h1 h2).symm.trans ?_
  exact intervalIntegral.integral_congr fun z _ => by
    simp only [denom]
    ring

/-- With `g² = 4πα` and a lepton of mass `m > 0`, the vector contribution tends to the
Schwinger term `α/(2π)` as the vector mass `M` goes to zero from above. -/
theorem schwinger_limit (α : ℝ) {m : ℝ} (hm : 0 < m) :
    Tendsto (fun M : ℝ => 4 * Real.pi * α / (8 * Real.pi ^ 2) * vectorLoop ((M / m) ^ 2))
      (𝓝[>] 0) (𝓝 (α / (2 * Real.pi))) := by
  have hr : Tendsto (fun M : ℝ => (M / m) ^ 2) (𝓝[>] 0) (𝓝[>] 0) := by
    refine tendsto_nhdsWithin_iff.mpr ⟨?_, ?_⟩
    · have hc : Continuous (fun M : ℝ => (M / m) ^ 2) := by fun_prop
      have h := (hc.tendsto 0).mono_left (nhdsWithin_le_nhds (s := Ioi 0))
      simpa using h
    · filter_upwards [self_mem_nhdsWithin] with M hM
      have hM' : 0 < M := hM
      show 0 < (M / m) ^ 2
      positivity
  have h := (light_mediator_limits.2.2.comp hr).const_mul
    (4 * Real.pi * α / (8 * Real.pi ^ 2))
  have e : 4 * Real.pi * α / (8 * Real.pi ^ 2) * 1 = α / (2 * Real.pi) := by
    rw [mul_one, div_eq_div_iff (by positivity) (by positivity)]
    ring
  rw [e] at h
  exact h

/-- For a heavy vector, `r` times its contribution in units of `g²/(8π²)` tends to `2/3`
as `r → ∞`. -/
theorem heavy_vector_limit :
    Tendsto (fun r => r * vectorLoop r) atTop (𝓝 (2 / 3)) := by
  have h : Tendsto (fun r => ∫ z in (0 : ℝ)..1,
      (2 + (-4) * z + 2 * z ^ 2) * (1 - (1 - z) ^ 2 / denom r z)) atTop
      (𝓝 (∫ z in (0 : ℝ)..1, (2 + (-4) * z + 2 * z ^ 2))) := by
    apply intervalIntegral.tendsto_integral_filter_of_dominated_convergence
      (fun z => |2 + (-4) * z + 2 * z ^ 2|)
    · refine Eventually.of_forall fun r => Measurable.aestronglyMeasurable ?_
      unfold denom
      fun_prop
    · filter_upwards [eventually_gt_atTop 0] with r hr
      refine Eventually.of_forall fun z hz => ?_
      rw [uIoc_of_le zero_le_one] at hz
      obtain ⟨h0, h1⟩ := weight_bounds hr hz.1.le
      rw [Real.norm_eq_abs, abs_mul]
      exact mul_le_of_le_one_right (abs_nonneg _) (abs_le.mpr ⟨by linarith, by linarith⟩)
    · exact Continuous.intervalIntegrable (by fun_prop) _ _
    · -- for `z > 0` the denominator grows without bound
      refine Eventually.of_forall fun z hz => ?_
      rw [uIoc_of_le zero_le_one] at hz
      have hD : Tendsto (fun r => denom r z) atTop atTop :=
        tendsto_atTop_add_const_left atTop ((1 - z) ^ 2) (tendsto_id.const_mul_atTop hz.1)
      have h := ((hD.const_div_atTop ((1 - z) ^ 2)).const_sub 1).const_mul
        (2 + (-4) * z + 2 * z ^ 2)
      rw [sub_zero, mul_one] at h
      exact h
  rw [integral_quadratic 2 (-4) 2, show (2 + -4 / 2 + 2 / 3 : ℝ) = 2 / 3 by norm_num] at h
  refine h.congr' ?_
  filter_upwards [eventually_gt_atTop 0] with r hr
  unfold vectorLoop
  rw [← intervalIntegral.integral_const_mul]
  refine intervalIntegral.integral_congr fun z hz => ?_
  rw [uIcc_of_le zero_le_one] at hz
  have hD := (denom_pos hr hz.1).ne'
  -- the complementary weight is `r z / D`
  have hw : 1 - (1 - z) ^ 2 / denom r z = r * z / denom r z := by
    rw [eq_div_iff hD, sub_mul, div_mul_cancel₀ _ hD]
    unfold denom
    ring
  show (2 + (-4) * z + 2 * z ^ 2) * (1 - (1 - z) ^ 2 / denom r z)
    = r * (2 * z * (1 - z) ^ 2 / denom r z)
  rw [hw]
  ring

end

end LightMediatorAnomaly
```

```lean
#print axioms LightMediatorAnomaly.light_mediator_limits
#print axioms LightMediatorAnomaly.scalar_add_pseudoscalar
#print axioms LightMediatorAnomaly.schwinger_limit
#print axioms LightMediatorAnomaly.heavy_vector_limit
```

```
'LightMediatorAnomaly.light_mediator_limits' depends on axioms: [propext, Classical.choice, Quot.sound]
'LightMediatorAnomaly.scalar_add_pseudoscalar' depends on axioms: [propext, Classical.choice, Quot.sound]
'LightMediatorAnomaly.schwinger_limit' depends on axioms: [propext, Classical.choice, Quot.sound]
'LightMediatorAnomaly.heavy_vector_limit' depends on axioms: [propext, Classical.choice, Quot.sound]
```

## The anomaly as a function of the mass ratio

Let \(m\) be the lepton mass, \(M\) the mediator mass and \(r=(M/m)^2\). The anomaly is half the deviation of the lepton's gyromagnetic factor from 2. The letter \(g\) in \(g^2/(8\pi^2)\) is the coupling of the mediator to the lepton, not that gyromagnetic factor. It is the real coefficient, up to sign, of \(\phi\,\bar\psi\psi\) for the scalar, \(\phi\,\bar\psi\,i\gamma_5\psi\) for the pseudoscalar and \(A_\mu\bar\psi\gamma^\mu\psi\) for the vector in the Lagrangian. Here \(\psi\) is the lepton field, and \(\phi\) and \(A_\mu\) are real mediator fields with canonical normalisation.

The parameter \(z\in[0,1]\) is the Feynman parameter of the mediator propagator. In units of \(m^2\), the denominator left after the loop momentum has been integrated out is

\[
D(z)=(1-z)^2+zr ,
\]

which is `denom r z` in Lean. The three contributions, in units of \(g^2/(8\pi^2)\), are

\[
S(r)=\int_0^1\frac{(1-z)^2(1+z)}{D(z)}\,dz,\qquad
P(r)=\int_0^1\frac{-(1-z)^3}{D(z)}\,dz,\qquad
V(r)=\int_0^1\frac{2z(1-z)^2}{D(z)}\,dz .
\]

They are called `scalarLoop`, `pseudoscalarLoop` and `vectorLoop`. The theorem `light_mediator_limits` says that they tend to \(3/2\), \(-1/2\) and \(1\). The filter `𝓝[>] 0` means that \(r\) approaches zero through positive values, so the mediator is massive all the way to the limit.

The step from this model to the real lepton is the evaluation of the vertex diagram: the Dirac algebra, the projection onto the magnetic form factor at zero momentum transfer, and the integral over loop momentum. The definitions take its result as given, for a mediator with a single type of coupling and with the same lepton on the internal lines. Within that one-loop setting, the vector limit connects to quantum electrodynamics, where it gives the leading correction to the magnetic moment of an electron or muon.

## Why the mediator mass drops out

Each integrand is a polynomial times the same weight:

\[
w_r(z)=\frac{(1-z)^2}{D(z)},\qquad
f_S=1+z,\quad f_P=-1+z,\quad f_V=2z .
\]

For \(r>0\) the denominator is positive: \(D(0)=1\), and for \(z>0\) the term \(zr\) is positive while the square is non-negative. This is `denom_pos`, which splits into the same two cases. Since \(zr\ge 0\), the numerator of \(w_r\) is at most its denominator, so \(0\le w_r(z)\le 1\), as stated in `weight_bounds`.

Now fix \(z\neq 1\). As \(r\to0^+\), \(D(z)\to(1-z)^2\neq0\), and therefore \(w_r(z)\to1\). At \(z=1\) the weight is zero for every \(r>0\), but a single point does not affect the integral. Because \(|f\,w_r|\le|f|\) and \(|f|\) is integrable, dominated convergence gives

\[
\int_0^1 f(z)\,w_r(z)\,dz\;\longrightarrow\;\int_0^1 f(z)\,dz
\]

for every continuous \(f\). This is `light_limit`. Its proof supplies the four ingredients of the convergence theorem in turn: measurability of the integrand, the bound by \(|f|\), integrability of that bound, and the pointwise limit for almost every \(z\).

The remaining integrals are elementary:

\[
\int_0^1(1+z)\,dz=\tfrac32,\qquad
\int_0^1(-1+z)\,dz=-\tfrac12,\qquad
\int_0^1 2z\,dz=1 .
\]

In Lean, `integral_quadratic` finds the integral of \(a+bz+cz^2\) from an antiderivative. Inside the main theorem, `key` combines it with `light_limit` for \(c=0\). The pairs \((a,b)=(1,1)\), \((-1,1)\) and \((0,2)\) then give the three cases, and `ring` matches each product of polynomial and weight with the original integrand.

## An exact sum and the Schwinger term

The three numerators are related by \((1+z)-(1-z)=2z\). Multiplying by \(w_r\) and integrating gives

\[
S(r)+P(r)=V(r)
\]

at every \(r>0\), not only in the limit. This is `scalar_add_pseudoscalar`. Adding two integrals requires both integrands to be integrable, which follows here from their continuity, since \(D\) has no zero on \([0,1]\).

For the electromagnetic coupling, \(g\) is the electric charge and \(g^2=4\pi\alpha\) in natural Heaviside–Lorentz units, with \(\alpha\) the fine-structure constant. The prefactor becomes

\[
\frac{4\pi\alpha}{8\pi^2}=\frac{\alpha}{2\pi}.
\]

Since \(V(r)\to1\), the vector contribution tends to \(\alpha/(2\pi)\), the Schwinger term. The theorem `schwinger_limit` states this in terms of \(M\) at fixed \(m>0\). Its proof first checks that \((M/m)^2\) tends to zero through positive values when \(M\) does, and then composes this with the vector limit. The photon thus enters as the limit of a massive vector. The theorem holds for any real `α`; the physical value is one instance.

## A heavy vector

In the opposite regime the contribution vanishes, and `heavy_vector_limit` gives the coefficient of the decay. Multiply the vector integrand by \(r\) and regroup:

\[
r\,\frac{2z(1-z)^2}{D(z)}=2(1-z)^2\,\frac{rz}{D(z)},\qquad
\frac{rz}{D(z)}=1-w_r(z).
\]

The complementary weight \(1-w_r\) also lies between 0 and 1. For \(z>0\), \(D(z)\to\infty\) as \(r\to\infty\), so \(w_r(z)\to0\) and the complementary weight tends to 1. Dominated convergence then gives

\[
rV(r)\;\longrightarrow\;\int_0^1 2(1-z)^2\,dz=\tfrac23 .
\]

The Lean proof writes \(2(1-z)^2\) as \(2-4z+2z^2\), so that `integral_quadratic` applies again. It establishes the limit for the regrouped integrand first, and then identifies that integrand with \(r\) times the original one for \(r>0\). In physical terms, a heavy vector contributes approximately \(g^2m^2/(12\pi^2M^2)\).

## Putting in a coupling

For a mediator much lighter than the lepton, the leading term is found by deleting \(zr\) from the denominator and cancelling \((1-z)^2\). The leading contributions to the anomaly are then

\[
\frac{3g^2}{16\pi^2}\ \text{(scalar)},\qquad
-\frac{g^2}{16\pi^2}\ \text{(pseudoscalar)},\qquad
\frac{g^2}{8\pi^2}\ \text{(vector)} .
\]

For \(g=10^{-3}\) these are about \(1.9\times10^{-8}\), \(-6.3\times10^{-9}\) and \(1.3\times10^{-8}\). The mediator mass no longer appears, so at this order the contribution of a mediator of known type fixes the size of its coupling but not its mass.

The next correction cannot be found by expanding the integrand in powers of \(r\), because the first-order term behaves too singularly at \(z=1\) to be integrated. An informal estimate, which goes further than the Lean theorems, treats the endpoint separately. With \(u=1-z\), the missing weight there is approximately \(r/(u^2+r)\), and its integral is approximately \(\pi\sqrt r/2\). Since \(f_V(1)=2\), this gives

\[
V(r)\approx 1-\pi\,\frac{M}{m}.
\]

At \(M/m=0.01\) the vector contribution is therefore about three per cent below its limiting value.
